# The squared moduli of a finite unitary matrix's entries sum to one along each row and each column

Let `W` be a square complex matrix with finitely many rows and columns, satisfying `W * Wᴴ = 1`, so that it is unitary. The lemma states that the numbers |W_ij|² sum to one over `j` for each fixed `i`, and over `i` for each fixed `j`. If `W` holds the overlaps between two orthonormal bases, these numbers are the probabilities of finding a state of one basis in a state of the other, and the lemma says that they add up to one either way. The attempt reads the row sums off the diagonal entries of `W * Wᴴ = 1`, and the column sums off those of `Wᴴ * W = 1`, which it gets from the hypothesis by `mul_eq_one_comm`.

As first written in Lean, the proof fails:

```lean
import Mathlib

open Matrix
open scoped ComplexOrder

namespace DephasingEntropy

noncomputable section

variable {n : Type*} [Fintype n] [DecidableEq n]

/-- For a unitary `W`, each row and each column of the matrix `|W_ij|²` sums to one. -/
theorem normSq_sums {W : Matrix n n ℂ} (hW : W * Wᴴ = 1) :
    (∀ i, ∑ j, Complex.normSq (W i j) = 1) ∧ (∀ j, ∑ i, Complex.normSq (W i j) = 1) := by
  constructor
  · intro i
    have h := congrFun (congrFun hW i) i
    simp only [Matrix.mul_apply, Matrix.conjTranspose_apply, Complex.star_def,
      Complex.mul_conj, Matrix.one_apply_eq] at h
    exact_mod_cast h
  · intro j
    have h := congrFun (congrFun (mul_eq_one_comm.mp hW) j) j
    simp only [Matrix.mul_apply, Matrix.conjTranspose_apply, Complex.star_def,
      ← Complex.normSq_eq_conj_mul_self, Matrix.one_apply_eq] at h
    exact_mod_cast h

end

end DephasingEntropy
```

The compiler's answer:

```
Main.lean:22:23: error: Application type mismatch: The argument
  congrFun (mul_eq_one_comm.mp ?m.75) j
has type
  (?m.72 * ?m.71) j = 1 j
but is expected to have type
  ?m.62 = ?m.63
in the application
  congrFun (congrFun (mul_eq_one_comm.mp ?m.75) j)
Main.lean:14:87: error: stuck at solving universe constraint
  ?u.70 + 1 =?= imax (u_1 + 1) ?u.68
while trying to unify
  Eq.{imax (u_1 + 1) ?u.68} (HMul.hMul.{?u.70, ?u.70, ?u.70} ?m.72 ?m.71) (OfNat.ofNat.{?u.70} 1) : Prop
with
  Eq.{?u.70 + 1} (HMul.hMul.{?u.70, ?u.70, ?u.70} ?m.72 ?m.71) (OfNat.ofNat.{?u.70} 1) : Prop
Main.lean:14:84: error: stuck at solving universe constraint
  ?u.70 + 1 =?= imax (u_1 + 1) ?u.68
while trying to unify
  Eq.{imax (u_1 + 1) ?u.68} (HMul.hMul.{?u.70, ?u.70, ?u.70} ?m.72 ?m.71) (OfNat.ofNat.{?u.70} 1) : Prop
with
  Eq.{?u.70 + 1} (HMul.hMul.{?u.70, ?u.70, ?u.70} ?m.72 ?m.71) (OfNat.ofNat.{?u.70} 1) : Prop
```

What went wrong. The row half draws no error. There `congrFun` is given `hW`, whose type is known, and Lean can see that an equation between matrices is one between functions of two indices.

In the column half, `congrFun` is given `mul_eq_one_comm.mp hW` directly. That lemma is about products in a general type, and the messages show its factors still unknown (`?m.72 * ?m.71`), with the place of `hW` still open as `?m.75`. Lean therefore knows only that the product must be some function of `j`. It can't tell that the value at `j` is again a function, as the outer `congrFun` needs, hence the type mismatch. The two universe messages report one constraint twice: Lean could not match the universe level of an unknown function type with that of the lemma's unknown type.

The repair first states `hW' : Wᴴ * W = 1`. This fixes both factors and their matrix type before `congrFun` is applied, so both indices can be supplied as in the row half. The mathematics is unchanged.

Lean accepts the file once it reads:

```diff
@@ -20,5 +20,6 @@
     exact_mod_cast h
   · intro j
-    have h := congrFun (congrFun (mul_eq_one_comm.mp hW) j) j
+    have hW' : Wᴴ * W = 1 := mul_eq_one_comm.mp hW
+    have h := congrFun (congrFun hW' j) j
     simp only [Matrix.mul_apply, Matrix.conjTranspose_apply, Complex.star_def,
       ← Complex.normSq_eq_conj_mul_self, Matrix.one_apply_eq] at h
```
